# The winding estimator of one free particle on a ring tends to 1 as the ring shrinks at fixed temperature

## A ring one thermal wavelength long

Put one free particle of mass m on a ring of length L at inverse temperature β = 1/(k_B T). In the path-integral picture its imaginary-time path closes on itself after winding n times round the ring, with n any integer. The free propagator gives winding n the relative weight exp(−s n²/2), where

s = m L²/(β ħ²).

Take L equal to the thermal wavelength √(2πβħ²/m), so that s = 2π, and keep only n = −1, 0, 1. The mean of s n² is then

2 · 2π · e^(−π) / (1 + 2 e^(−π)) ≈ 0.4998.

In a many-particle simulation, this kind of average is read as a superfluid fraction. Here a single particle, with nothing to interact or exchange with, scores about one half. With all windings included, the value is exactly 1/2, as the duality below shows.

## Winding weights and the superfluid fraction

The winding estimator in one dimension is m⟨W²⟩/(βħ²N), where W is the total winding displacement and N the number of particles. For N = 1 and W = nL it becomes

f(s) = s ⟨n²⟩ = s M(s)/Z(s),

Z(s) = Σ exp(−s n²/2),  M(s) = Σ n² exp(−s n²/2),

with both sums over all integers n.

In a path-integral Monte Carlo run, one adds the signed displacements between successive beads along the unwrapped path. The total is nL, and s n² is recorded. Single samples take the values 0, s, 4s and so on, and may exceed 1; f(s) is their mean.

## Bounds, limits and what the Lean objects mean

For every s > 0, f(s) lies strictly between 0 and 1. It tends to 1 as s → 0⁺ and to 0 as s → ∞. These are the three parts of `windingEstimator_main`, in which `𝓝[>] 0` means approach to zero from above.

The Lean functions `Z`, `M` and `windingEstimator` are the Z, M and f above, and `∑' n : ℤ` is the sum over windings. Since `M` is unnormalised, the physical second moment is M/Z. The theorem `small_ring_limit` restores the physical variables: for any fixed positive real `m`, `β` and `hbar`, the estimator tends to 1 as L → 0⁺.

The Gaussian weights and the estimator formula enter as definitions; they are not derived from a path integral. The model has one particle, one dimension and no external potential. For this non-interacting particle, a value near 1 reflects a cell that is shorter than the thermal wavelength, which is a reason for care with winding data from small simulation cells.

## Duality between windings and momenta

**Derivative of Z.** The sums converge because n² ≥ |n| for integers, so each term is bounded by a power of |n| times exp(−s|n|/2). For y > s/2, the y-derivative of exp(−y n²/2) is at most n² exp(−(s/2)n²/2) in size, and this bound is summable. Term-by-term differentiation is therefore allowed:

Z′(s) = −M(s)/2.

**Poisson summation.** The Fourier transform of exp(−s x²/2) at integer frequency k is √(2π/s) exp(−2π²k²/s). Writing t = 4π²/s, we get

√s Z(s) = √(2π) Z(t).

**Differentiation of the identity.** Since dt/ds = −t/s,

Z(s)/(2√s) − √s M(s)/2 = √(2π) t M(t)/(2s).

Multiply by 2√s:

Z(s) − s M(s) = √(2π) t M(t)/√s.

Divide by Z(s) = √(2π) Z(t)/√s:

1 − f(s) = f(t), that is, f(s) + f(4π²/s) = 1.

At s = 2π both arguments coincide, which gives f(2π) = 1/2.

The second term has a physical meaning. The momenta on the ring are p = 2πħk/L, with Boltzmann weights exp(−βp²/(2m)) = exp(−t k²/2), so f(t) = β⟨p²⟩/m. A small ring has widely spaced momenta, the particle settles into k = 0, and the estimator approaches 1.

**Bounds.** All terms of M are non-negative and the n = 1 term is positive, while Z ≥ 1 from n = 0 alone. Hence f > 0 everywhere, and f(s) = 1 − f(t) < 1.

**Large s.** For s ≥ 1 and n ≠ 0,

exp(−s n²/2) = exp(−(s−1)n²/2) exp(−n²/2) ≤ exp(−(s−1)/2) exp(−n²/2).

The n = 0 term of M vanishes, so M(s) ≤ exp(−(s−1)/2) M(1). With Z ≥ 1,

0 < f(s) ≤ s exp(−(s−1)/2) M(1) → 0.

**Small s.** As s → 0⁺, t → ∞, so f(s) = 1 − f(t) → 1. At fixed m, β and ħ, letting L → 0⁺ sends s to 0⁺.

**Size of the deviation.** Keeping only n = 0, ±1 at large s gives the leading form f(s) ≈ 2s exp(−s/2). By duality, 1 − f(s) ≈ (8π²/s) exp(−2π²/s) at small s. At s = 1 this is about 2 × 10⁻⁷. These rates are estimates from the first terms of the sums, whereas the theorems give the limits alone.

## The Lean file

```lean
import Mathlib

open Filter Topology Real

namespace RingWinding

noncomputable section

/-- Sum of the Gaussian weights `exp (-s n² / 2)` over all winding numbers `n`. -/
def Z (s : ℝ) : ℝ := ∑' n : ℤ, exp (-s * (n : ℝ) ^ 2 / 2)

/-- Unnormalised second moment of the winding number. -/
def M (s : ℝ) : ℝ := ∑' n : ℤ, (n : ℝ) ^ 2 * exp (-s * (n : ℝ) ^ 2 / 2)

/-- The winding estimator `f(s) = s ⟨n²⟩` of one particle on a ring, for `s > 0`. -/
def windingEstimator (s : ℝ) : ℝ := s * M s / Z s

/-- For `s > 0` the Gaussian sums over winding numbers converge, with any even power of `n`
in front. -/
theorem summable_weight (k : ℕ) {s : ℝ} (hs : 0 < s) :
    Summable fun n : ℤ => ((n : ℝ) ^ 2) ^ k * exp (-s * (n : ℝ) ^ 2 / 2) := by
  have h : Summable fun n : ℕ => ((n : ℝ) ^ 2) ^ k * exp (-s * (n : ℝ) ^ 2 / 2) := by
    refine Summable.of_nonneg_of_le (fun n => by positivity) (fun n => ?_)
      (Real.summable_pow_mul_exp_neg_nat_mul (2 * k) (half_pos hs))
    rw [← pow_mul]
    have hn : (n : ℝ) ≤ (n : ℝ) ^ 2 := by exact_mod_cast Nat.le_self_pow two_ne_zero n
    exact mul_le_mul_of_nonneg_left
      (Real.exp_le_exp.mpr (by nlinarith [mul_le_mul_of_nonneg_left hn hs.le])) (by positivity)
  exact Summable.of_nat_of_neg (by simpa using h) (by simpa using h)

/-- For `s > 0` the sum of the winding weights is at least one. -/
theorem one_le_Z {s : ℝ} (hs : 0 < s) : 1 ≤ Z s := by
  have h : Summable fun n : ℤ => exp (-s * (n : ℝ) ^ 2 / 2) := by
    simpa using summable_weight 0 hs
  simpa [Z] using h.le_tsum 0 (fun n _ => (Real.exp_pos _).le)

/-- For `s > 0` the derivative of the winding sum `Z` at `s` is minus half the unnormalised second
moment `M s`. -/
theorem hasDerivAt_Z {s : ℝ} (hs : 0 < s) : HasDerivAt Z (-(1 / 2) * M s) s := by
  have h := hasDerivAt_tsum_of_isPreconnected
    (g := fun (n : ℤ) (y : ℝ) => exp (-y * (n : ℝ) ^ 2 / 2))
    (g' := fun (n : ℤ) (y : ℝ) => -(1 / 2) * ((n : ℝ) ^ 2 * exp (-y * (n : ℝ) ^ 2 / 2)))
    (u := fun n : ℤ => (n : ℝ) ^ 2 * exp (-(s / 2) * (n : ℝ) ^ 2 / 2))
    (t := Set.Ioi (s / 2)) (y₀ := s) (y := s)
    (by simpa using summable_weight 1 (half_pos hs)) isOpen_Ioi isPreconnected_Ioi
    (fun n y _ => by
      have h1 : HasDerivAt (fun y : ℝ => -y * (n : ℝ) ^ 2 / 2) (-1 * (n : ℝ) ^ 2 / 2) y :=
        ((hasDerivAt_id' y).fun_neg.mul_const _).div_const 2
      exact h1.exp.congr_deriv (by ring))
    (fun n y hy => by
      have hy' : s / 2 < y := hy
      have e : exp (-y * (n : ℝ) ^ 2 / 2) ≤ exp (-(s / 2) * (n : ℝ) ^ 2 / 2) :=
        Real.exp_le_exp.mpr
          (by nlinarith [mul_le_mul_of_nonneg_right hy'.le (sq_nonneg (n : ℝ))])
      have q := mul_le_mul_of_nonneg_left e (sq_nonneg (n : ℝ))
      have p : 0 ≤ (n : ℝ) ^ 2 * exp (-y * (n : ℝ) ^ 2 / 2) := by positivity
      show |-(1 / 2) * ((n : ℝ) ^ 2 * exp (-y * (n : ℝ) ^ 2 / 2))| ≤
        (n : ℝ) ^ 2 * exp (-(s / 2) * (n : ℝ) ^ 2 / 2)
      rw [abs_le]
      constructor <;> linarith)
    (half_lt_self hs) (by simpa using summable_weight 0 hs) (half_lt_self hs)
  rw [tsum_mul_left] at h
  exact h

/-- Poisson summation: for `s > 0` the winding sum at `s` is tied to the one at `4π²/s`. -/
theorem Z_poisson {s : ℝ} (hs : 0 < s) : √s * Z s = √(2 * π) * Z (4 * π ^ 2 / s) := by
  have h := Real.tsum_exp_neg_mul_int_sq (a := s / (2 * π)) (by positivity)
  have e1 : ∀ n : ℤ, -π * (s / (2 * π)) * (n : ℝ) ^ 2 = -s * (n : ℝ) ^ 2 / 2 := fun n => by
    linear_combination (-(s * (n : ℝ) ^ 2) / 2) * mul_inv_cancel₀ Real.pi_ne_zero
  have e2 : ∀ n : ℤ, -π / (s / (2 * π)) * (n : ℝ) ^ 2
      = -(4 * π ^ 2 / s) * (n : ℝ) ^ 2 / 2 := fun n => by
    rw [div_div_eq_mul_div]
    ring
  simp only [e1, e2] at h
  rw [← Real.sqrt_eq_rpow, Real.sqrt_div hs.le] at h
  have h' : Z s = 1 / (√s / √(2 * π)) * Z (4 * π ^ 2 / s) := h
  have hr : √s ≠ 0 := (Real.sqrt_pos.mpr hs).ne'
  have hq : √(2 * π) ≠ 0 := (Real.sqrt_pos.mpr (by positivity)).ne'
  rw [h']
  field_simp

/-- Duality of the winding estimator: for `s > 0`, `f(s) + f(4π²/s) = 1`. -/
theorem windingEstimator_duality {s : ℝ} (hs : 0 < s) :
    windingEstimator s + windingEstimator (4 * π ^ 2 / s) = 1 := by
  have ht : 0 < 4 * π ^ 2 / s := by positivity
  have hZ : Z s ≠ 0 := (zero_lt_one.trans_le (one_le_Z hs)).ne'
  have hZt : Z (4 * π ^ 2 / s) ≠ 0 := (zero_lt_one.trans_le (one_le_Z ht)).ne'
  -- differentiate both sides of the Poisson identity
  have hL : HasDerivAt (fun x => √x * Z x)
      (1 / (2 * √s) * Z s + √s * (-(1 / 2) * M s)) s :=
    (Real.hasDerivAt_sqrt hs.ne').fun_mul (hasDerivAt_Z hs)
  have hi : HasDerivAt (fun x : ℝ => 4 * π ^ 2 / x) (-(4 * π ^ 2) / s ^ 2) s :=
    ((hasDerivAt_const s (4 * π ^ 2)).fun_div (hasDerivAt_id' s) hs.ne').congr_deriv (by ring)
  have hR : HasDerivAt (fun x => √(2 * π) * Z (4 * π ^ 2 / x))
      (√(2 * π) * (-(1 / 2) * M (4 * π ^ 2 / s) * (-(4 * π ^ 2) / s ^ 2))) s :=
    ((hasDerivAt_Z ht).comp s hi).const_mul _
  have hE := hL.unique (hR.congr_of_eventuallyEq
    (by filter_upwards [Ioi_mem_nhds hs] with x hx using Z_poisson hx))
  have hP := Z_poisson hs
  have hr2 : √s ^ 2 = s := Real.sq_sqrt hs.le
  have hri : √s * (√s)⁻¹ = 1 := mul_inv_cancel₀ (Real.sqrt_pos.mpr hs).ne'
  have hsi : s * s⁻¹ = 1 := mul_inv_cancel₀ hs.ne'
  have hE2 : Z s - s * M s
      = √s * √(2 * π) * (4 * π ^ 2 / s * M (4 * π ^ 2 / s)) / s := by
    linear_combination 2 * √s * hE - Z s * hri + M s * hr2
  -- eliminate the square roots
  unfold windingEstimator
  rw [div_add_div _ _ hZ hZt, div_eq_one_iff_eq (mul_ne_zero hZ hZt)]
  generalize 4 * π ^ 2 / s = t at hP hE2 ⊢
  linear_combination (-Z t) * hE2 + (√s * (t * M t) / s) * hP
    - (Z s * (t * M t) / s) * hr2 - Z s * (t * M t) * hsi

/-- For `s > 0` the winding estimator is strictly positive. -/
theorem windingEstimator_pos {s : ℝ} (hs : 0 < s) : 0 < windingEstimator s := by
  have h : Summable fun n : ℤ => (n : ℝ) ^ 2 * exp (-s * (n : ℝ) ^ 2 / 2) := by
    simpa using summable_weight 1 hs
  have hM : 0 < M s := h.tsum_pos (fun n => by positivity) 1 (by simp [Real.exp_pos])
  exact div_pos (mul_pos hs hM) (zero_lt_one.trans_le (one_le_Z hs))

/-- The winding estimator tends to zero as `s` grows. -/
theorem windingEstimator_atTop : Tendsto windingEstimator atTop (𝓝 0) := by
  have hsum : ∀ {s : ℝ}, 0 < s →
      Summable fun n : ℤ => (n : ℝ) ^ 2 * exp (-s * (n : ℝ) ^ 2 / 2) :=
    fun hs => by simpa using summable_weight 1 hs
  -- terms with `n ≠ 0` decay at least as fast as the one with `n = 1`
  have hM : ∀ s : ℝ, 1 ≤ s → M s ≤ exp (-(s - 1) / 2) * M 1 := fun s hs => by
    unfold M
    rw [← tsum_mul_left]
    refine Summable.tsum_le_tsum (fun n => ?_) (hsum (by linarith))
      ((hsum one_pos).mul_left _)
    rcases eq_or_ne n 0 with rfl | hn
    · simp
    · have h1 : (1 : ℝ) ≤ (n : ℝ) ^ 2 := by
        have h0 : 0 < n ^ 2 := lt_of_le_of_ne (sq_nonneg n) (pow_ne_zero 2 hn).symm
        have h2 : 1 ≤ n ^ 2 := by linarith
        exact_mod_cast h2
      rw [mul_left_comm, ← Real.exp_add]
      exact mul_le_mul_of_nonneg_left (Real.exp_le_exp.mpr
        (by nlinarith [mul_nonneg (sub_nonneg.mpr hs) (sub_nonneg.mpr h1)])) (sq_nonneg _)
  have hg : Tendsto (fun s : ℝ => s * (exp (-(s - 1) / 2) * M 1)) atTop (𝓝 0) := by
    have h := ((Real.tendsto_pow_mul_exp_neg_atTop_nhds_zero 1).comp
      (tendsto_id.atTop_div_const (two_pos : (0 : ℝ) < 2))).const_mul (2 * exp (1 / 2) * M 1)
    rw [mul_zero] at h
    refine h.congr (fun s => ?_)
    have e : exp (-(s - 1) / 2) = exp (1 / 2) * exp (-(s / 2)) := by
      rw [← Real.exp_add]
      congr 1
      ring
    simp only [Function.comp_apply, id_eq]
    rw [e]
    ring
  refine squeeze_zero' ?_ ?_ hg
  · filter_upwards [eventually_gt_atTop 0] with s hs using (windingEstimator_pos hs).le
  · filter_upwards [eventually_ge_atTop 1] with s hs
    have h0 : 0 < s := by linarith
    have hm : 0 ≤ M s := tsum_nonneg fun n => by positivity
    exact (div_le_self (mul_nonneg h0.le hm) (one_le_Z h0)).trans
      (mul_le_mul_of_nonneg_left (hM s hs) h0.le)

/-- The winding estimator of one particle on a ring lies strictly between 0 and 1 for
`s > 0`, tends to 1 as `s` tends to 0 from above, and tends to 0 as `s` grows. -/
theorem windingEstimator_main :
    (∀ s : ℝ, 0 < s → 0 < windingEstimator s ∧ windingEstimator s < 1) ∧
      Tendsto windingEstimator (𝓝[>] 0) (𝓝 1) ∧ Tendsto windingEstimator atTop (𝓝 0) := by
  refine ⟨fun s hs => ⟨windingEstimator_pos hs, ?_⟩, ?_, windingEstimator_atTop⟩
  · have ht : 0 < 4 * π ^ 2 / s := by positivity
    linarith [windingEstimator_duality hs, windingEstimator_pos ht]
  · -- duality maps small `s` to large `s`
    have hc : (0 : ℝ) < 4 * π ^ 2 := by positivity
    have h := (windingEstimator_atTop.comp
      (tendsto_inv_nhdsGT_zero.const_mul_atTop hc)).const_sub 1
    rw [sub_zero] at h
    refine h.congr' ?_
    filter_upwards [self_mem_nhdsWithin] with s hs
    have hd := windingEstimator_duality (Set.mem_Ioi.mp hs)
    rw [div_eq_mul_inv] at hd
    simp only [Function.comp_apply]
    linarith

/-- At fixed positive mass, inverse temperature and `hbar`, the winding estimator at
`s = m L² / (β hbar²)` tends to 1 as the ring length `L` shrinks to 0. -/
theorem small_ring_limit {m β hbar : ℝ} (hm : 0 < m) (hβ : 0 < β) (hh : 0 < hbar) :
    Tendsto (fun L => windingEstimator (m * L ^ 2 / (β * hbar ^ 2))) (𝓝[>] 0) (𝓝 1) := by
  refine windingEstimator_main.2.1.comp (tendsto_nhdsWithin_iff.mpr ⟨?_, ?_⟩)
  · have hc : Continuous fun L : ℝ => m * L ^ 2 / (β * hbar ^ 2) := by fun_prop
    exact (hc.tendsto' 0 0 (by simp)).mono_left nhdsWithin_le_nhds
  · filter_upwards [self_mem_nhdsWithin] with L hL
    have hL' : 0 < L := hL
    exact Set.mem_Ioi.mpr (by positivity)

end

end RingWinding
```

```lean
#print axioms RingWinding.windingEstimator_main
#print axioms RingWinding.small_ring_limit
```

```
'RingWinding.windingEstimator_main' depends on axioms: [propext, Classical.choice, Quot.sound]
'RingWinding.small_ring_limit' depends on axioms: [propext, Classical.choice, Quot.sound]
```

## From convergent sums to the duality in Lean

`summable_weight` proves convergence with any even power of n in front. It compares the Gaussian with an exponential on the natural numbers, then joins the positive and negative halves by `Summable.of_nat_of_neg`. `one_le_Z` keeps the n = 0 term.

`hasDerivAt_Z` applies Mathlib's theorem on differentiating a series, `hasDerivAt_tsum_of_isPreconnected`, on the interval `Set.Ioi (s / 2)`. Its argument `u` is the summable bound used in the derivation.

`Z_poisson` takes the Gaussian Poisson formula `Real.tsum_exp_neg_mul_int_sq` at a = s/(2π). The equations `e1` and `e2` translate its exponents into those of Z(s) and Z(4π²/s).

In `windingEstimator_duality`, `hL` and `hR` are the derivatives of the two sides of the Poisson identity. The identity is available for positive arguments, which fill a neighbourhood of s, so the derivatives agree by uniqueness; this is `hE`. Multiplication by 2√s gives `hE2`, the equation for Z(s) − s M(s). The last `linear_combination` combines it with the Poisson identity and removes the square roots, as the division by Z(s) does by hand.

## From the duality to the limits

`windingEstimator_pos` uses the n = 1 term of M. In `windingEstimator_atTop`, `hM` is the bound on M(s), `hg` says that s times this bound tends to zero, and `squeeze_zero'` traps the estimator between zero and that product.

`windingEstimator_main` obtains the upper bound by `linarith` from duality and positivity at 4π²/s. For the limit at zero, it composes the large-s limit with s ↦ 4π²/s, subtracts from 1, and identifies the result with f(s) for positive s.

`small_ring_limit` composes this limit with L ↦ mL²/(βħ²). It checks that this map tends to 0, by continuity, and that it stays positive for L > 0.
